# Non-interacting fermions in the canonical ensemble with finitely many modes: occupations of distinct modes have nonpositive covariance

## Configurations as sets of occupied modes

A canonical average for fermions is a normalised, Boltzmann-weighted trace over the $N$-particle sector of Fock space, and the first decision is how much of that space to represent. For non-interacting fermions in $M$ modes with real energies $e_k$, the Hamiltonian $H=\sum_k e_k n_k$ and the occupation numbers $n_k$ are all diagonal in the occupation basis. A basis state is fixed by the set $S$ of occupied modes, so the trace becomes a sum over subsets with $N$ elements. That sum is taken here as the definition: no creation operators appear, and the exclusion principle enters because a set contains each mode at most once.

With inverse temperature $b$, the weight of $S$ is $w(S)=\exp(-b\sum_{k\in S}e_k)$. For a set of modes $s$, let $Z_n(s)$ be the sum of $w(S)$ over the $n$-element subsets of $s$, and let $Z$ be $Z_N$ of all modes. An observable $A$ is a real function of $S$, with
$$\langle A\rangle=\frac1Z\sum_{|S|=N}A(S)\,w(S),\qquad \operatorname{cov}(A,B)=\langle AB\rangle-\langle A\rangle\langle B\rangle .$$

## Three statements at fixed $N$

In Lean the modes form a finite type `ι` with $M$ = `Fintype.card ι`, and a configuration is a `Finset ι`. The definitions `weight`, `Z`, `occ`, `avg` and `cov` are $w$, $Z_n(s)$, $n_i$, $\langle\cdot\rangle$ and $\operatorname{cov}$, while `number A` is $N_A=\sum_{i\in A}n_i$ for a group of modes `A`. The hypothesis `N ≤ Fintype.card ι` says that the particles fit into the modes. Under it each of the three theorems states $Z>0$, so the division in `avg` is never by zero, together with:

- `cov_nonpos`: $\operatorname{cov}(n_i,n_j)\le0$ for $i\ne j$;
- `cov_number_nonpos`: $\operatorname{cov}(N_A,N_B)\le0$ for disjoint groups $A$ and $B$;
- `cov_sum_rule`: $\sum_j\operatorname{cov}(A,n_j)=0$ for every observable $A$, the sum running over all modes.

Energies may be degenerate, spin is part of the mode label, and $b$ may be positive, zero or negative. The inequality is not strict. Interactions, bosons, infinitely many modes and operators that are off-diagonal in the occupation basis are not covered. For a finite set of non-interacting orbitals the first statement gives the sign of the error made by replacing $\langle n_in_j\rangle$ with $\langle n_i\rangle\langle n_j\rangle$ at fixed electron number: the product is an upper bound.

## Adding one mode

Write $x_a=\exp(-b\,e_a)>0$. For a mode $a\notin s$, a configuration of $n+1$ particles in $s\cup\{a\}$ either leaves $a$ empty or fills it and puts $n$ particles in $s$. Hence
$$Z_{n+1}(s\cup\{a\})=Z_{n+1}(s)+x_a Z_n(s),\qquad Z_0=1 .$$

## The exchange inequality

For any $s$ and natural numbers with $p\le q$, $p\le r$ and $p+u=q+r$,
$$Z_pZ_u\le Z_qZ_r .$$
The argument is induction on the modes. With no modes, $Z_0=1$ and $Z_k=0$ for $k\ge1$, so either $u\ge1$ and the left side vanishes, or $u=0$ and all four indices are zero.

Now add a mode with factor $x$. If $p=q$ or $p=r$ the two sides coincide. Otherwise the three larger indices are positive; write them as $q+1$, $r+1$, $u+1$. If the smallest index is positive too, write it as $p+1$, so that $p+1\le q$, $p+1\le r$ and $p+u=q+r$. In sums over $s$ the claim reads
$$(Z_{p+1}+xZ_p)(Z_{u+1}+xZ_u)\le(Z_{q+1}+xZ_q)(Z_{r+1}+xZ_r),$$
and it holds order by order in $x$ by the induction hypothesis:
$$Z_{p+1}Z_{u+1}\le Z_{q+1}Z_{r+1},\qquad Z_{p+1}Z_u\le Z_qZ_{r+1},\qquad Z_pZ_{u+1}\le Z_{q+1}Z_r,\qquad Z_pZ_u\le Z_qZ_r .$$
If the smallest index is zero, then $u=q+r+1$ and the left side is $Z_{u+1}+xZ_u$. It is bounded through $Z_{u+1}\le Z_{q+1}Z_{r+1}$ and $Z_u\le Z_qZ_{r+1}$, and the remaining terms on the right are nonnegative.

$Z_n(s)$ is the elementary symmetric polynomial of degree $n$ in the $x_a$. The case needed below, $Z_nZ_{n+2}\le Z_{n+1}^2$, is plain log-concavity, weaker than Newton's inequalities with their binomial normalisation.

## Resolving two modes

Let $N=n+2$, $i\ne j$, and let $Z'_k$ be the sum for $k$ particles in the $M-2$ other modes. Sorting configurations by the four fillings of $i$ and $j$ gives
$$Z=Z'_{n+2}+(x_i+x_j)Z'_{n+1}+x_ix_jZ'_n,\qquad Z\langle n_in_j\rangle=x_ix_jZ'_n,$$
$$Z\langle n_i\rangle=x_i(Z'_{n+1}+x_jZ'_n),\qquad Z\langle n_j\rangle=x_j(Z'_{n+1}+x_iZ'_n).$$
Therefore
$$Z^2\operatorname{cov}(n_i,n_j)=x_ix_j\Big[Z'_nZ-(Z'_{n+1}+x_jZ'_n)(Z'_{n+1}+x_iZ'_n)\Big]=x_ix_j\big(Z'_nZ'_{n+2}-Z'^{\,2}_{n+1}\big),$$
because the terms $(x_i+x_j)Z'_nZ'_{n+1}$ and $x_ix_jZ'^{\,2}_n$ cancel. Log-concavity in the other modes makes the right side nonpositive. For $M=N=2$ there are no other modes, $Z'_1=Z'_2=0$, and the covariance is zero. For $N\le1$ the two modes are never both filled, so $\operatorname{cov}(n_i,n_j)=-\langle n_i\rangle\langle n_j\rangle\le0$.

Bilinearity gives $\operatorname{cov}(N_A,N_B)=\sum_{i\in A}\sum_{j\in B}\operatorname{cov}(n_i,n_j)$, and disjointness makes $i\ne j$ in every term. For the sum rule, $\sum_jn_j=N$ on every configuration in the sum, so $\sum_j\operatorname{cov}(A,n_j)=N\langle A\rangle-\langle A\rangle N=0$.

## Canonical fermion covariance in Lean

```lean
import Mathlib

open Finset

namespace CanonicalFermionCovariance

noncomputable section

variable {ι : Type*} [DecidableEq ι] (b : ℝ) (e : ι → ℝ)

/-- Boltzmann weight of the configuration whose occupied modes form the set `S`. -/
def weight (S : Finset ι) : ℝ := Real.exp (-b * ∑ k ∈ S, e k)

/-- Canonical sum for `n` fermions in the set of modes `s`. -/
def Z (s : Finset ι) (n : ℕ) : ℝ := ∑ S ∈ powersetCard n s, weight b e S

/-- Occupation number of mode `i` in the configuration `S`. -/
def occ (i : ι) (S : Finset ι) : ℝ := if i ∈ S then 1 else 0

/-- Number of particles in the group of modes `A`. -/
def number (A : Finset ι) (S : Finset ι) : ℝ := ∑ i ∈ A, occ i S

/-- Canonical average of the observable `A` for `N` fermions in all modes. -/
def avg [Fintype ι] (N : ℕ) (A : Finset ι → ℝ) : ℝ :=
  (∑ S ∈ powersetCard N univ, A S * weight b e S) / Z b e univ N

/-- Canonical covariance of two observables for `N` fermions. -/
def cov [Fintype ι] (N : ℕ) (A B : Finset ι → ℝ) : ℝ :=
  avg b e N (fun S => A S * B S) - avg b e N A * avg b e N B

/-- A sum over configurations splits into those with mode `a` empty and those with it filled. -/
theorem sum_split {a : ι} {s : Finset ι} (ha : a ∉ s) (n : ℕ) (f : Finset ι → ℝ) :
    ∑ t ∈ powersetCard (n + 1) (insert a s), f t =
      ∑ t ∈ powersetCard (n + 1) s, f t + ∑ t ∈ powersetCard n s, f (insert a t) := by
  simp only [powersetCard_eq_filter, sum_filter]
  rw [sum_powerset_insert ha]
  congr 1
  refine sum_congr rfl fun t ht => ?_
  have hat : a ∉ t := fun h => ha (mem_powerset.1 ht h)
  simp [card_insert_of_notMem hat]

/-- Filling an empty mode `a` multiplies the weight by `exp (-b e_a)`. -/
theorem weight_insert {a : ι} {t : Finset ι} (h : a ∉ t) :
    weight b e (insert a t) = Real.exp (-b * e a) * weight b e t := by
  unfold weight
  rw [sum_insert h, mul_add, Real.exp_add]

/-- Recursion of the canonical sum on adding one mode. -/
theorem Z_insert {a : ι} {s : Finset ι} (ha : a ∉ s) (n : ℕ) :
    Z b e (insert a s) (n + 1) = Z b e s (n + 1) + Real.exp (-b * e a) * Z b e s n := by
  unfold Z
  rw [sum_split ha, mul_sum]
  congr 1
  exact sum_congr rfl fun t ht =>
    weight_insert b e fun h => ha ((mem_powersetCard.1 ht).1 h)

omit [DecidableEq ι] in
/-- The canonical sum is positive when the particles fit into the modes. -/
theorem Z_pos {s : Finset ι} {n : ℕ} (h : n ≤ s.card) : 0 < Z b e s n :=
  sum_pos (fun _ _ => Real.exp_pos _) (powersetCard_nonempty.2 h)

/-- Exchange inequality: `Z_p Z_u ≤ Z_q Z_r` when `p + u = q + r` and `p ≤ q`, `p ≤ r`. -/
theorem Z_exchange (s : Finset ι) : ∀ p q r u : ℕ, p ≤ q → p ≤ r → p + u = q + r →
    Z b e s p * Z b e s u ≤ Z b e s q * Z b e s r := by
  have nn : ∀ (s : Finset ι) n, 0 ≤ Z b e s n := fun s n =>
    sum_nonneg fun _ _ => (Real.exp_pos _).le
  have z0 : ∀ s : Finset ι, Z b e s 0 = 1 := fun s => by simp [Z, weight]
  induction s using Finset.induction_on with
  | empty =>
    intro p q r u hq hr h
    rcases u with _ | u
    · obtain rfl : q = p := by omega
      obtain rfl : r = 0 := by omega
      exact le_rfl
    · have hz : Z b e ∅ (u + 1) = 0 := by
        unfold Z
        rw [powersetCard_eq_empty.2 (by simp), sum_empty]
      rw [hz, mul_zero]
      exact mul_nonneg (nn _ _) (nn _ _)
  | insert a s ha ih =>
    intro p q r u hq hr h
    rcases hq.eq_or_lt with rfl | hq
    · obtain rfl : u = r := by omega
      exact le_rfl
    rcases hr.eq_or_lt with rfl | hr
    · obtain rfl : u = q := by omega
      exact (mul_comm _ _).le
    obtain ⟨q, rfl⟩ : ∃ k, q = k + 1 := ⟨q - 1, by omega⟩
    obtain ⟨r, rfl⟩ : ∃ k, r = k + 1 := ⟨r - 1, by omega⟩
    obtain ⟨u, rfl⟩ : ∃ k, u = k + 1 := ⟨u - 1, by omega⟩
    have hy := (Real.exp_pos (-b * e a)).le
    rw [Z_insert b e ha q, Z_insert b e ha r, Z_insert b e ha u]
    -- compare order by order in the Boltzmann factor of the new mode
    rcases p with _ | p
    · have h1 := ih 0 (q + 1) (r + 1) (u + 1) (by omega) (by omega) (by omega)
      have h2 := ih 0 q (r + 1) u (by omega) (by omega) (by omega)
      rw [z0] at h1 h2 ⊢
      nlinarith [mul_le_mul_of_nonneg_left h2 hy,
        mul_nonneg hy (mul_nonneg (nn s (q + 1)) (nn s r)),
        mul_nonneg (mul_nonneg hy hy) (mul_nonneg (nn s q) (nn s r))]
    · have h1 := ih (p + 1) (q + 1) (r + 1) (u + 1) (by omega) (by omega) (by omega)
      have h2 := ih (p + 1) q (r + 1) u (by omega) (by omega) (by omega)
      have h3 := ih p (q + 1) r (u + 1) (by omega) (by omega) (by omega)
      have h4 := ih p q r u (by omega) (by omega) (by omega)
      rw [Z_insert b e ha p]
      nlinarith [mul_le_mul_of_nonneg_left h2 hy, mul_le_mul_of_nonneg_left h3 hy,
        mul_le_mul_of_nonneg_left h4 (mul_nonneg hy hy)]

/-- The weighted sum of a function of two occupations, resolved into the four fillings of the
two modes times canonical sums of the other modes. -/
theorem two_mode_sum {i j : ι} {s : Finset ι} (hi : i ∉ s) (hj : j ∉ s) (hij : i ≠ j) (n : ℕ)
    (F : ℝ → ℝ → ℝ) :
    ∑ t ∈ powersetCard (n + 2) (insert i (insert j s)), F (occ i t) (occ j t) * weight b e t =
      (F 0 0 * Z b e s (n + 2) + F 0 1 * (Real.exp (-b * e j) * Z b e s (n + 1))) +
      (F 1 0 * (Real.exp (-b * e i) * Z b e s (n + 1)) +
        F 1 1 * (Real.exp (-b * e i) * (Real.exp (-b * e j) * Z b e s n))) := by
  have hi' : i ∉ insert j s := by simp [hi, hij]
  rw [show n + 2 = n + 1 + 1 from rfl, sum_split hi' (n + 1), sum_split hj (n + 1),
    sum_split hj n]
  simp only [Z, mul_sum]
  congr 1 <;> congr 1 <;> refine sum_congr rfl fun t ht => ?_
  all_goals
    have h1 : i ∉ t := fun h => hi ((mem_powersetCard.1 ht).1 h)
    have h2 : j ∉ t := fun h => hj ((mem_powersetCard.1 ht).1 h)
    have h3 : i ∉ insert j t := by simp [h1, hij]
    simp [occ, h1, h2, hij, hij.symm, weight_insert b e h1, weight_insert b e h2,
      weight_insert b e h3]

variable [Fintype ι]

/-- Covariance of two distinct occupations for `n + 2` fermions, times `Z²`, in terms of the
canonical sums of the remaining modes. -/
theorem cov_eq {i j : ι} (hij : i ≠ j) {n : ℕ} (hn : n + 2 ≤ Fintype.card ι) :
    cov b e (n + 2) (occ i) (occ j) * Z b e univ (n + 2) ^ 2 =
      Real.exp (-b * e i) * Real.exp (-b * e j) *
        (Z b e (univ \ {i, j}) n * Z b e (univ \ {i, j}) (n + 2)
          - Z b e (univ \ {i, j}) (n + 1) * Z b e (univ \ {i, j}) (n + 1)) := by
  have hU : insert i (insert j (univ \ {i, j})) = (univ : Finset ι) := by
    ext k
    by_cases h1 : k = i <;> by_cases h2 : k = j <;> simp [h1, h2]
  have H := two_mode_sum b e (s := univ \ {i, j}) (by simp) (by simp) hij n
  rw [hU] at H
  have h0 := H fun _ _ => 1
  have h1 := H fun u _ => u
  have h2 := H fun _ v => v
  have h12 := H fun u v => u * v
  simp only [one_mul, zero_mul, mul_zero, zero_add, add_zero] at h0 h1 h2 h12
  have hZ : Z b e univ (n + 2) = _ := h0
  have key : ∀ p q r z : ℝ, z ≠ 0 → (p / z - q / z * (r / z)) * z ^ 2 = p * z - q * r := by
    intro p q r z hz
    field_simp
  simp only [cov, avg]
  rw [key _ _ _ _ (Z_pos b e (s := univ) hn).ne', h12, h1, h2, hZ]
  ring

/-- For `N` fermions in at least `N` modes the canonical sum is positive and the occupations of
two distinct modes have nonpositive covariance. -/
theorem cov_nonpos {N : ℕ} (hN : N ≤ Fintype.card ι) {i j : ι} (hij : i ≠ j) :
    0 < Z b e univ N ∧ cov b e N (occ i) (occ j) ≤ 0 := by
  have hZ : 0 < Z b e univ N := Z_pos b e hN
  refine ⟨hZ, ?_⟩
  rcases Nat.lt_or_ge N 2 with h | h
  · -- fewer than two particles never fill both modes
    have hp : ∀ k, 0 ≤ avg b e N (occ k) := fun k =>
      div_nonneg (sum_nonneg fun S _ => mul_nonneg (by unfold occ; split_ifs <;> norm_num)
        (Real.exp_pos _).le) hZ.le
    have h0 : avg b e N (fun S => occ i S * occ j S) = 0 := by
      simp only [avg]
      rw [sum_eq_zero, zero_div]
      intro S hS
      have hc := (mem_powersetCard.1 hS).2
      by_cases h1 : i ∈ S
      · have h2 : j ∉ S := fun h2 => hij (card_le_one.1 (by omega) i h1 j h2)
        simp [occ, h2]
      · simp [occ, h1]
    rw [cov, h0]
    linarith [mul_nonneg (hp i) (hp j)]
  · obtain ⟨n, rfl⟩ : ∃ n, N = n + 2 := ⟨N - 2, by omega⟩
    refine le_of_mul_le_mul_right ?_ (pow_pos hZ 2)
    rw [cov_eq b e hij hN, zero_mul]
    have hex := Z_exchange b e (univ \ {i, j}) n (n + 1) (n + 1) (n + 2)
      (by omega) (by omega) (by omega)
    nlinarith [mul_nonneg (mul_pos (Real.exp_pos (-b * e i)) (Real.exp_pos (-b * e j))).le
      (sub_nonneg.2 hex)]

/-- The canonical sum is positive and the particle numbers in two disjoint groups of modes have
nonpositive covariance. -/
theorem cov_number_nonpos {N : ℕ} (hN : N ≤ Fintype.card ι) {A B : Finset ι}
    (hAB : Disjoint A B) : 0 < Z b e univ N ∧ cov b e N (number A) (number B) ≤ 0 := by
  refine ⟨Z_pos b e hN, ?_⟩
  have lin : ∀ (C : Finset ι) (f : ι → Finset ι → ℝ),
      avg b e N (fun S => ∑ i ∈ C, f i S) = ∑ i ∈ C, avg b e N (f i) := by
    intro C f
    simp only [avg, sum_mul]
    rw [sum_comm, sum_div]
  have e1 : avg b e N (fun S => number A S * number B S) =
      ∑ i ∈ A, ∑ j ∈ B, avg b e N (fun S => occ i S * occ j S) := by
    simp only [number, sum_mul_sum]
    exact (lin A fun i S => ∑ j ∈ B, occ i S * occ j S).trans
      (sum_congr rfl fun i _ => lin B fun j S => occ i S * occ j S)
  have e2 : ∀ C, avg b e N (number C) = ∑ i ∈ C, avg b e N (occ i) := fun C => lin C occ
  rw [cov, e1, e2 A, e2 B, sum_mul_sum, ← sum_sub_distrib]
  refine sum_nonpos fun i hi => ?_
  rw [← sum_sub_distrib]
  refine sum_nonpos fun j hj => (cov_nonpos b e hN ?_).2
  rintro rfl
  exact disjoint_left.1 hAB hi hj

/-- The canonical sum is positive and the covariances of any observable with the occupations
add up to zero over all modes. -/
theorem cov_sum_rule {N : ℕ} (hN : N ≤ Fintype.card ι) (A : Finset ι → ℝ) :
    0 < Z b e univ N ∧ ∑ j, cov b e N A (occ j) = 0 := by
  have hZ : 0 < Z b e univ N := Z_pos b e hN
  refine ⟨hZ, ?_⟩
  have h : ∀ g : Finset ι → ℝ,
      ∑ j, avg b e N (fun S => g S * occ j S) = N * avg b e N g := by
    intro g
    simp only [avg]
    rw [← sum_div, sum_comm, ← mul_div_assoc, mul_sum]
    congr 1
    refine sum_congr rfl fun S hS => ?_
    have hn : ∑ j, occ j S = N := by simp [occ, (mem_powersetCard.1 hS).2]
    rw [← sum_mul, ← mul_sum, hn]
    ring
  have h1 : avg b e N (fun _ => 1) = 1 := by
    simp only [avg, one_mul]
    exact div_self hZ.ne'
  have h2 : ∑ j, avg b e N (occ j) = N := by
    have := h fun _ => 1
    rw [h1, mul_one] at this
    simpa only [one_mul] using this
  simp only [cov, sum_sub_distrib, ← mul_sum]
  rw [h A, h2]
  ring

end

end CanonicalFermionCovariance
```

```lean
#print axioms CanonicalFermionCovariance.cov_nonpos
#print axioms CanonicalFermionCovariance.cov_number_nonpos
#print axioms CanonicalFermionCovariance.cov_sum_rule
```

```
'CanonicalFermionCovariance.cov_nonpos' depends on axioms: [propext, Classical.choice, Quot.sound]
'CanonicalFermionCovariance.cov_number_nonpos' depends on axioms: [propext, Classical.choice, Quot.sound]
'CanonicalFermionCovariance.cov_sum_rule' depends on axioms: [propext, Classical.choice, Quot.sound]
```

## From `sum_split` to the covariance bounds

`sum_split` is the sorting by one mode for an arbitrary summand `f`. It rewrites the sums over `powersetCard` as filtered sums over all subsets and applies `sum_powerset_insert`. `weight_insert` extracts the factor $x_a$, and the two combine into the recursion `Z_insert`. `Z_pos` observes that the weights are positive and that at least one configuration exists.

`Z_exchange` quantifies over `p q r u` inside the induction on `s`, which makes the hypothesis `ih` available at shifted indices. It puts no bound on the indices, since sums with more particles than modes are empty and equal zero. The two `eq_or_lt` splits dispose of the coinciding cases. In the last branch `h1`, `h2`, `h3`, `h4` are the four displayed inequalities in that order, and `nlinarith` adds them with coefficients $1,x,x,x^2$. The branch before it is the case of smallest index zero, where the two unused terms are supplied as nonnegative products.

`two_mode_sum` applies `sum_split` three times, once for $i$ and twice for $j$, to a summand `F (occ i t) (occ j t) * weight b e t`; thus `F 0 1` multiplies the configurations with $i$ empty and $j$ filled. In `cov_eq` the set `univ \ {i, j}` holds the other modes, and the four choices of `F` in `h0`, `h1`, `h2`, `h12` yield $Z$, $Z\langle n_i\rangle$, $Z\langle n_j\rangle$ and $Z\langle n_in_j\rangle$. The identity `key` clears the denominators using $Z\neq0$, and `ring` performs the cancellation.

`cov_nonpos` splits at `N` below 2. There `card_le_one` shows that the product of occupations vanishes on every configuration. Otherwise the goal is multiplied by $Z^2>0$, rewritten with `cov_eq`, and closed with `Z_exchange` at indices $n,\ n+1,\ n+1,\ n+2$. In `cov_number_nonpos`, `lin` is linearity of the average, and `e1`, `e2` expand the covariance into the double sum. In `cov_sum_rule`, `h` states $\sum_j\langle g\,n_j\rangle=N\langle g\rangle$ for any observable `g`, and it is used for the constant 1 and for `A`.

## Computing the covariance by recursion over modes

The following points concern numerical use and are not theorems of the file. `Z_insert` translates into a loop: start from the array `z = [1, 0, ..., 0]` of length $N+1$ and, for each mode, update `z[n+1] += x*z[n]` with `n` running downward from $N-1$ to $0$. This takes of order $MN$ operations and adds only nonnegative terms. Skipping modes $i$ and $j$ leaves $Z'_{N-2}$, $Z'_{N-1}$, $Z'_N$ in the array. With $Z$ from the loop over all modes, `cov_eq` divided by $Z^2$ then gives the covariance for $N\ge2$. The final subtraction can lose digits, and the nonpositive sign, along with the sum rule for $A=n_i$, $\langle n_i\rangle(1-\langle n_i\rangle)=-\sum_{j\ne i}\operatorname{cov}(n_i,n_j)$, serves as a check on the output. A common shift of all energies leaves the averages unchanged and can be chosen to reduce overflow. In the grand-canonical ensemble of the same non-interacting model the modes are independent and the covariance of two distinct occupations vanishes.
